# First- and second-order poles of force constants at a vanishing amplitude stiffness in a quadratic model

Before relying on harmonic frequencies from a correlated calculation built on Hartree–Fock orbitals, one can run a stability analysis and look at the lowest eigenvalue of the orbital-rotation Hessian. If that eigenvalue is small and positive, the orbitals can respond strongly to a displacement of the nuclei that couples to the soft mode, and the force constants for such displacements deserve suspicion. In a quadratic model with one nuclear coordinate and finitely many amplitudes, the effect can be computed exactly. When the soft mode is coupled to the displacement, the variationally relaxed energy contributes a term in the inverse of the small eigenvalue to the force constant, and an added energy that is quadratic in the amplitudes but not itself minimized can contribute a term in the inverse square.

## The energy and the added term

```lean
import Mathlib

open Filter Topology

namespace SoftAmplitudePoles

noncomputable section

variable {ι : Type*} [Fintype ι]
```

The type `ι` is a finite set of labels for the amplitudes. A function `ι → ℝ` assigns a real number to each label, so it is a real vector with components indexed by $i$.

```lean
/-- Energy at geometry `x` and amplitudes `c`, with force constant `k`, couplings `g` and
amplitude stiffnesses `h`. -/
def energy (k : ℝ) (g h : ι → ℝ) (x : ℝ) (c : ι → ℝ) : ℝ :=
  k * x ^ 2 / 2 + ∑ i, (g i * x * c i + h i * c i ^ 2 / 2)
```

This is the model energy

$$E(x,c) = \tfrac12 kx^2 + \sum_i \left(g_i x c_i + \tfrac12 h_i c_i^2\right).$$

Here $x$ is a displacement of the geometry and the $c_i$ are wavefunction parameters, such as orbital rotations. The constant $k$ is the force constant at frozen amplitudes, $g_i$ couples amplitude $i$ to the geometry, and $h_i$ is its stiffness. There are no products $c_i c_j$ with $i\neq j$: the amplitudes are taken along the normal modes of their Hessian, with the $h_i$ as eigenvalues.

```lean
/-- An added energy term, quadratic in the amplitudes. -/
def correction (M : ι → ι → ℝ) (c : ι → ℝ) : ℝ :=
  (∑ i, ∑ j, M i j * c i * c j) / 2
```

The added energy is $\tfrac12\sum_{ij} M_{ij}c_ic_j$, with a real matrix $M$ that need not be symmetric. It stands for a correction evaluated at amplitudes that were optimized for $E$ alone. The model leaves out any explicit dependence of this correction on $x$, any part linear in the amplitudes, and all anharmonic terms.

```lean
/-- The amplitudes `-g x / h`, mode by mode. -/
def amplitude (g h : ι → ℝ) (x : ℝ) : ι → ℝ := fun i => -(g i * x / h i)
```

These are the candidate minimizing amplitudes, $c_i = -g_i x/h_i$.

```lean
/-- The force constant `k` lowered by `g ^ 2 / h` for every amplitude. -/
def relaxedCurvature (k : ℝ) (g h : ι → ℝ) : ℝ := k - ∑ i, g i ^ 2 / h i
```

This names the number $K = k - \sum_i g_i^2/h_i$. At this point it is only an expression; that it is a second derivative is proved below.

```lean
/-- The quadratic form `M` evaluated on the responses `g / h`. -/
def addedCurvature (M : ι → ι → ℝ) (g h : ι → ℝ) : ℝ :=
  ∑ i, ∑ j, M i j * (g i / h i) * (g j / h j)
```

Likewise, $A = \sum_{ij} M_{ij}\,(g_i/h_i)(g_j/h_j)$. The candidate amplitudes change with $x$ at the rate $-g_i/h_i$; the docstrings call $g_i/h_i$ the response, without the sign, which cancels in this quadratic form.

## Second derivatives that exist

```lean
/-- `f` is differentiable everywhere and its derivative has derivative `K` at `x`. -/
def HasSecondDerivAt (f : ℝ → ℝ) (K x : ℝ) : Prop :=
  ∃ f' : ℝ → ℝ, (∀ y, HasDerivAt f (f' y) y) ∧ HasDerivAt f' K x
```

The statement `HasSecondDerivAt f K x` says that $f$ has a derivative $f'$ everywhere, and that $f'$ has derivative $K$ at $x$. In this section $K$ stands for an arbitrary real number, not only for the relaxed curvature named above. Existence is included because Lean's `deriv` returns zero where a function is not differentiable.

```lean
/-- A function with second derivative `K` at `x` has iterated derivative `K` there. -/
lemma HasSecondDerivAt.deriv_deriv {f : ℝ → ℝ} {K x : ℝ} (hf : HasSecondDerivAt f K x) :
    deriv (deriv f) x = K := by
  obtain ⟨f', h1, h2⟩ := hf
  rw [show deriv f = f' from funext fun y => (h1 y).deriv]
  exact h2.deriv
```

Once existence is known, the expression `deriv (deriv f) x` equals $K$. The limits further down are written with this expression.

```lean
/-- The harmonic energy `K y ^ 2 / 2` has second derivative `K`. -/
lemma hasSecondDerivAt_quadratic (K x : ℝ) :
    HasSecondDerivAt (fun y => K * y ^ 2 / 2) K x := by
  refine ⟨fun y => K * y, fun y => ?_,
    ((hasDerivAt_id' x).const_mul K).congr_deriv (mul_one K)⟩
  have h1 := ((hasDerivAt_pow 2 y).const_mul K).div_const 2
  refine h1.congr_deriv ?_
  norm_num
  ring
```

The function $\tfrac12 Ky^2$ has derivative $Ky$, whose derivative is $K$. The proof supplies $Ky$ as the first derivative and checks both steps.

## Relaxing the amplitudes

```lean
/-- For nonzero stiffnesses, the energy is a parabola in the geometry plus, for each amplitude, `h /
2` times its squared displacement from `-g x / h`. -/
theorem energy_eq (k : ℝ) (g h : ι → ℝ) (hh : ∀ i, h i ≠ 0) (x : ℝ) (c : ι → ℝ) :
    energy k g h x c = relaxedCurvature k g h * x ^ 2 / 2
      + ∑ i, h i * (c i - amplitude g h x i) ^ 2 / 2 := by
  -- complete the square in each amplitude
  have key : ∑ i, (g i * x * c i + h i * c i ^ 2 / 2)
      = ∑ i, (h i * (c i - amplitude g h x i) ^ 2 / 2 - g i ^ 2 / h i * (x ^ 2 / 2)) := by
    refine Finset.sum_congr rfl fun i _ => ?_
    have hi := hh i
    unfold amplitude
    field_simp
    ring
  rw [Finset.sum_sub_distrib, ← Finset.sum_mul] at key
  unfold energy relaxedCurvature
  rw [key]
  ring
```

For nonzero stiffnesses, the energy splits into a parabola in $x$ and a displacement cost for each amplitude. By hand, one completes the square in each mode:

$$g_i x c_i + \tfrac12 h_i c_i^2 = \tfrac12 h_i\left(c_i + \frac{g_i x}{h_i}\right)^2 - \frac{g_i^2}{h_i}\,\frac{x^2}{2}.$$

Summing over $i$ and collecting the terms in $x^2$ gives

$$E(x,c) = \tfrac12 Kx^2 + \sum_i \tfrac12 h_i\left(c_i + \frac{g_i x}{h_i}\right)^2.$$

In the proof, `key` is the summed identity; `field_simp` clears the denominators and `ring` checks the remaining algebra.

```lean
/-- For positive stiffnesses, amplitudes minimize the energy at fixed geometry exactly when
they equal `-g x / h`. -/
theorem minimizes_iff (k : ℝ) (g h : ι → ℝ) (hh : ∀ i, 0 < h i) (x : ℝ) (c : ι → ℝ) :
    (∀ b, energy k g h x c ≤ energy k g h x b) ↔ c = amplitude g h x := by
  have hne : ∀ i, h i ≠ 0 := fun i => (hh i).ne'
  have hz : ∑ i, h i * (amplitude g h x i - amplitude g h x i) ^ 2 / 2 = 0 := by simp
  have hnn : ∀ b : ι → ℝ, ∀ i ∈ Finset.univ,
      0 ≤ h i * (b i - amplitude g h x i) ^ 2 / 2 := by
    intro b i _
    have hi := hh i
    positivity
  constructor
  · intro hmin
    have h1 := hmin (amplitude g h x)
    rw [energy_eq k g h hne x c, energy_eq k g h hne x (amplitude g h x), hz] at h1
    have h2 := (Finset.sum_eq_zero_iff_of_nonneg (hnn c)).1
      (le_antisymm (by linarith) (Finset.sum_nonneg (hnn c)))
    funext i
    have h3 := h2 i (Finset.mem_univ i)
    have h4 : h i * (c i - amplitude g h x i) ^ 2 = 0 := by linarith
    have h5 := (mul_eq_zero.1 h4).resolve_left (hne i)
    exact sub_eq_zero.1 ((pow_eq_zero_iff two_ne_zero).1 h5)
  · intro hc b
    rw [hc, energy_eq k g h hne x b, energy_eq k g h hne x (amplitude g h x), hz]
    have := Finset.sum_nonneg (hnn b)
    linarith
```

If every $h_i$ is positive, then $c$ minimizes $E$ at fixed $x$ exactly when $c_i=-g_ix/h_i$ for all $i$. Each displacement cost is nonnegative, so $E \ge \tfrac12Kx^2$, and the candidate reaches this bound. Conversely, a minimizer must have total cost zero. A sum of nonnegative terms vanishes only if each term does, and $h_i>0$ then forces $c_i + g_ix/h_i=0$. The two bullets after `constructor` prove the two directions, starting with the converse.

```lean
/-- For positive stiffnesses and along minimizing amplitudes, the relaxed energy has second
derivative `k - ∑ g ^ 2 / h`, and the added term has as second derivative the form `M` on the
responses `g / h`. -/
theorem second_derivatives (k : ℝ) (g h : ι → ℝ) (M : ι → ι → ℝ) (hh : ∀ i, 0 < h i)
    (c : ℝ → ι → ℝ) (hc : ∀ x b, energy k g h x (c x) ≤ energy k g h x b) (x : ℝ) :
    HasSecondDerivAt (fun y => energy k g h y (c y)) (relaxedCurvature k g h) x ∧
    HasSecondDerivAt (fun y => correction M (c y)) (addedCurvature M g h) x := by
  have hca : ∀ y, c y = amplitude g h y := fun y => (minimizes_iff k g h hh y (c y)).1 (hc y)
  have h1 : (fun y => energy k g h y (c y)) = fun y => relaxedCurvature k g h * y ^ 2 / 2 := by
    funext y
    rw [hca, energy_eq k g h (fun i => (hh i).ne')]
    simp
  have h2 : (fun y => correction M (c y)) = fun y => addedCurvature M g h * y ^ 2 / 2 := by
    funext y
    rw [hca]
    unfold correction addedCurvature
    simp only [Finset.sum_mul]
    congr 1
    refine Finset.sum_congr rfl fun i _ => Finset.sum_congr rfl fun j _ => ?_
    unfold amplitude
    ring
  rw [h1, h2]
  exact ⟨hasSecondDerivAt_quadratic _ x, hasSecondDerivAt_quadratic _ x⟩
```

The hypothesis `hc` says that `c x` minimizes the energy at every geometry $x$. The conclusion is that the relaxed energy $E(x,c(x))$ has second derivative $K$, and the added term has second derivative $A$.

By hand, substitute $c_i(x)=-g_ix/h_i$. The displacement costs vanish, leaving $E(x,c(x))=\tfrac12Kx^2$. In the added term the two minus signs cancel:

$$\tfrac12\sum_{ij}M_{ij}c_i(x)c_j(x) = \tfrac12\sum_{ij}M_{ij}\frac{g_i}{h_i}\frac{g_j}{h_j}\,x^2 = \tfrac12Ax^2.$$

Differentiating each parabola twice gives the claim. The steps `h1` and `h2` establish these two parabolas, and the lemma on $\tfrac12Ky^2$ finishes the proof.

```lean
/-- With a single minimizing amplitude of positive stiffness, the relaxed energy has second
derivative `k - g ^ 2 / h` and the added term `m c ^ 2 / 2` has second derivative `m g ^ 2 / h ^ 2`.
-/
theorem single_amplitude (k g h m : ℝ) (hh : 0 < h) (c : ℝ → ℝ)
    (hc : ∀ x b, k * x ^ 2 / 2 + (g * x * c x + h * c x ^ 2 / 2)
      ≤ k * x ^ 2 / 2 + (g * x * b + h * b ^ 2 / 2)) (x : ℝ) :
    HasSecondDerivAt (fun y => k * y ^ 2 / 2 + (g * y * c y + h * c y ^ 2 / 2))
      (k - g ^ 2 / h) x ∧
    HasSecondDerivAt (fun y => m * c y ^ 2 / 2) (m * g ^ 2 / h ^ 2) x := by
  have hE : ∀ (y : ℝ) (b : Unit → ℝ), energy k (fun _ => g) (fun _ => h) y b
      = k * y ^ 2 / 2 + (g * y * b () + h * b () ^ 2 / 2) := by
    intro y b
    simp [energy]
  have main := second_derivatives k (fun _ : Unit => g) (fun _ => h) (fun _ _ => m)
    (fun _ => hh) (fun y _ => c y) (fun y b => by rw [hE, hE]; exact hc y (b ())) x
  have e1 : relaxedCurvature k (fun _ : Unit => g) (fun _ => h) = k - g ^ 2 / h := by
    simp [relaxedCurvature]
  have e2 : addedCurvature (fun _ _ => m) (fun _ : Unit => g) (fun _ => h)
      = m * g ^ 2 / h ^ 2 := by
    simp only [addedCurvature, Finset.univ_unique, Finset.sum_singleton]
    ring
  have e3 : (fun y => correction (fun _ _ : Unit => m) (fun _ => c y))
      = fun y => m * c y ^ 2 / 2 := by
    funext y
    simp only [correction, Finset.univ_unique, Finset.sum_singleton]
    ring
  rw [e1, e2, e3] at main
  simp only [hE] at main
  exact main
```

With one amplitude, $c(x)=-gx/h$, and the added term is $\tfrac12mc(x)^2$. The second derivatives are

$$k-\frac{g^2}{h} \qquad\text{and}\qquad \frac{mg^2}{h^2}.$$

The proof applies the general theorem to `Unit`, a type with exactly one element, and simplifies the sums.

For $k=1$, $g=0.2$ and $m=1$ in model units, a stiffness $h=1$ gives $0.96$ and $0.04$. At $h=0.1$ the values are $0.6$ and $4$: the added term already dominates while the relaxed curvature is still positive.

## One stiffness going to zero

```lean
/-- As the stiffness `t` of mode `s` tends to zero from above, `t` times the response `g / h`
of a mode tends to `g` for mode `s` and to zero for every other mode. -/
lemma scaled_response {κ : Type*} [DecidableEq κ] (g h : κ → ℝ) (s i : κ) :
    Tendsto (fun t : ℝ => t * (g i / Function.update h s t i)) (𝓝[>] 0)
      (𝓝 (if i = s then g s else 0)) := by
  by_cases hi : i = s
  · subst hi
    rw [if_pos rfl]
    simp only [Function.update_self]
    refine tendsto_const_nhds.congr' ?_
    filter_upwards [self_mem_nhdsWithin] with t ht
    have h0 : t ≠ 0 := (Set.mem_Ioi.1 ht).ne'
    field_simp
  · rw [if_neg hi]
    simp only [Function.update_of_ne hi]
    have ht : Tendsto (fun t : ℝ => t) (𝓝[>] 0) (𝓝 0) := nhdsWithin_le_nhds
    have h1 := ht.mul_const (g i / h i)
    rwa [zero_mul] at h1
```

Now a single mode $s$ is softened. The expression `Function.update h s t` is the vector $h$ with its entry at $s$ replaced by $t$; write it $h^{(t)}$. The symbol `𝓝[>] 0` means that $t$ tends to zero through positive values.

The lemma concerns $t\,g_i/h_i^{(t)}$. For $i=s$ this is $t\,g_s/t=g_s$ at every $t>0$. For $i\ne s$ it is $t$ times a constant and tends to zero. The `if` in the statement records these two cases.

```lean
/-- With all other stiffnesses positive, as the stiffness `t` of mode `s` tends to zero from above,
`t` times the relaxed second derivative tends to `-g ^ 2`, and `t ^ 2` times that of the added term
tends to `M g ^ 2`, with `g` and `M` taken at mode `s`. -/
theorem pole_orders [DecidableEq ι] (k : ℝ) (g h : ι → ℝ) (M : ι → ι → ℝ) (s : ι)
    (hh : ∀ i, i ≠ s → 0 < h i) (c : ℝ → ℝ → ι → ℝ)
    (hc : ∀ t, 0 < t → ∀ x b, energy k g (Function.update h s t) x (c t x)
      ≤ energy k g (Function.update h s t) x b) (x : ℝ) :
    Tendsto (fun t => t * deriv (deriv fun y => energy k g (Function.update h s t) y (c t y)) x)
      (𝓝[>] 0) (𝓝 (-(g s) ^ 2)) ∧
    Tendsto (fun t => t ^ 2 * deriv (deriv fun y => correction M (c t y)) x)
      (𝓝[>] 0) (𝓝 (M s s * g s ^ 2)) := by
  have hpos : ∀ t : ℝ, 0 < t → ∀ i, 0 < Function.update h s t i := by
    intro t ht i
    by_cases hi : i = s
    · rw [hi, Function.update_self]
      exact ht
    · rw [Function.update_of_ne hi]
      exact hh i hi
  have hu := scaled_response g h s
  constructor
  · -- only the soft mode survives multiplication by its stiffness
    have ht : Tendsto (fun t : ℝ => t) (𝓝[>] 0) (𝓝 0) := nhdsWithin_le_nhds
    have h1 := (ht.mul_const k).sub
      (tendsto_finsetSum Finset.univ fun i _ => (hu i).const_mul (g i))
    have e : ∑ i, g i * (if i = s then g s else 0) = g s ^ 2 := by simp [pow_two]
    rw [e, zero_mul, zero_sub] at h1
    refine h1.congr' ?_
    filter_upwards [self_mem_nhdsWithin] with t ht
    rw [(second_derivatives k g _ M (hpos t ht) (c t) (hc t ht) x).1.deriv_deriv]
    unfold relaxedCurvature
    rw [mul_sub, Finset.mul_sum]
    congr 1
    refine Finset.sum_congr rfl fun i _ => ?_
    ring
  · -- each of the two response factors takes one power of the stiffness
    have h1 := tendsto_finsetSum Finset.univ fun i _ =>
      tendsto_finsetSum Finset.univ fun j _ => ((hu i).const_mul (M i j)).mul (hu j)
    have e : ∑ i, ∑ j, M i j * (if i = s then g s else 0) * (if j = s then g s else 0)
        = M s s * g s ^ 2 := by
      simp [pow_two, ← mul_assoc]
    rw [e] at h1
    refine h1.congr' ?_
    filter_upwards [self_mem_nhdsWithin] with t ht
    rw [(second_derivatives k g _ M (hpos t ht) (c t) (hc t ht) x).2.deriv_deriv]
    unfold addedCurvature
    simp only [Finset.mul_sum]
    refine Finset.sum_congr rfl fun i _ => Finset.sum_congr rfl fun j _ => ?_
    ring
```

The other stiffnesses are positive, and $k$, $g$, $M$ and those stiffnesses stay fixed as $t$ changes. For every $t>0$, the amplitudes `c t x` minimize the energy with stiffnesses $h^{(t)}$. Write $K(t)$ and $A(t)$ for the two second derivatives along these minimizers. The theorem states

$$t\,K(t)\to -g_s^2, \qquad t^2A(t)\to M_{ss}g_s^2.$$

By hand, distribute the powers of $t$ over the responses:

$$tK(t)=tk-\sum_i g_i\left(t\frac{g_i}{h_i^{(t)}}\right),\qquad
t^2A(t)=\sum_{ij}M_{ij}\left(t\frac{g_i}{h_i^{(t)}}\right)\left(t\frac{g_j}{h_j^{(t)}}\right).$$

By the preceding lemma, only $i=s$ survives in the first sum and only $i=j=s$ in the second. The proof takes these limits term by term. It then uses `second_derivatives` to identify the expressions with the actual second derivatives for $t>0$, which is where positivity of the other stiffnesses enters.

The relaxed curvature has a first-order pole when $g_s\neq0$. The added curvature has a second-order pole when $M_{ss}$ is nonzero as well. If a coefficient is zero, the scaled quantity tends to zero, which excludes a pole of that order or higher, but not one of lower order: with $M_{ss}=0$ and $g_s\neq0$, the terms of $A(t)$ with exactly one index equal to $s$ can still give a first-order pole.

```lean
/-- Let the other stiffnesses be positive. If the soft mode is coupled and its added coefficient is
positive, then as its stiffness tends to zero from above the relaxed second derivative tends to
minus infinity while its sum with the added one tends to plus infinity. -/
theorem curvature_sign_reversal [DecidableEq ι] (k : ℝ) (g h : ι → ℝ) (M : ι → ι → ℝ) (s : ι)
    (hh : ∀ i, i ≠ s → 0 < h i) (hg : g s ≠ 0) (hM : 0 < M s s) (c : ℝ → ℝ → ι → ℝ)
    (hc : ∀ t, 0 < t → ∀ x b, energy k g (Function.update h s t) x (c t x)
      ≤ energy k g (Function.update h s t) x b) (x : ℝ) :
    Tendsto (fun t => deriv (deriv fun y => energy k g (Function.update h s t) y (c t y)) x)
      (𝓝[>] 0) atBot ∧
    Tendsto (fun t => deriv (deriv fun y => energy k g (Function.update h s t) y (c t y)) x
      + deriv (deriv fun y => correction M (c t y)) x) (𝓝[>] 0) atTop := by
  obtain ⟨h1, h2⟩ := pole_orders k g h M s hh c hc x
  have hg2 : 0 < g s ^ 2 := by positivity
  have hinv : Tendsto (fun t : ℝ => t⁻¹) (𝓝[>] 0) atTop := tendsto_inv_nhdsGT_zero
  constructor
  · refine (hinv.atTop_mul_neg (neg_lt_zero.2 hg2) h1).congr' ?_
    filter_upwards [self_mem_nhdsWithin] with t ht
    exact inv_mul_cancel_left₀ (Set.mem_Ioi.1 ht).ne' _
  · have ht : Tendsto (fun t : ℝ => t) (𝓝[>] 0) (𝓝 0) := nhdsWithin_le_nhds
    -- on the scale of the second-order pole the first-order pole vanishes
    have h3 := (ht.mul h1).add h2
    rw [zero_mul, zero_add] at h3
    have key : ∀ t K A : ℝ, t ≠ 0 → t⁻¹ * (t⁻¹ * (t * (t * K) + t ^ 2 * A)) = K + A := by
      intro t K A h0
      rw [show t * (t * K) + t ^ 2 * A = t * (t * (K + A)) by ring,
        inv_mul_cancel_left₀ h0, inv_mul_cancel_left₀ h0]
    refine (hinv.atTop_mul_atTop₀ (hinv.atTop_mul_pos (mul_pos hM hg2) h3)).congr' ?_
    filter_upwards [self_mem_nhdsWithin] with t ht
    exact key t _ _ (Set.mem_Ioi.1 ht).ne'

end

end SoftAmplitudePoles
```

Suppose that the soft mode is coupled to the geometry, $g_s\ne0$, and that $M_{ss}>0$. Then $K(t)\to-\infty$, while $K(t)+A(t)\to+\infty$. In this model, the optimized energy alone would indicate an unstable geometry close to the limit, and the corrected energy an extremely stiff one.

For the first limit, write $K(t)=t^{-1}\,[tK(t)]$. The prefactor grows without bound and the bracket tends to $-g_s^2<0$. For the sum, take out two powers of $t$:

$$K(t)+A(t)=t^{-2}\left[t\cdot tK(t)+t^2A(t)\right].$$

The first term in the bracket tends to $0\cdot(-g_s^2)=0$ and the second to $M_{ss}g_s^2>0$, so the sum diverges upwards. In the proof, `h3` is the limit of the bracket and `key` is the factorization, with $t^{-2}$ written as two successive factors $t^{-1}$.

```lean
#print axioms SoftAmplitudePoles.single_amplitude
#print axioms SoftAmplitudePoles.curvature_sign_reversal
```

```
'SoftAmplitudePoles.single_amplitude' depends on axioms: [propext, Classical.choice, Quot.sound]
'SoftAmplitudePoles.curvature_sign_reversal' depends on axioms: [propext, Classical.choice, Quot.sound]
```
